# In the normalised two-spin singlet, the Pauli components a · σ and b · σ of the two spins have correlation −a · b and zero means

Two spins one-half are in the singlet (|↑↓⟩ − |↓↑⟩)/√2, and the component of a spin along a real 3-vector a is the Pauli matrix combination a · σ, without the factor ħ/2. The theorem states that the singlet has norm one, that the product of the first spin's component along a and the second's along b has expectation value −a · b, and that each component alone has mean zero. The vectors need not be of unit length; when they are, the correlation is minus the cosine of the angle between them. The proof treats the four claims separately: it gets the norm by summing over the four basis states, and the expectation values from a trace formula for product operators A ⊗ B.

An attempt in Lean 4 with a fault in it:

```lean
import Mathlib

open Matrix
open scoped Kronecker

namespace SingletCorrelations

noncomputable section

/-- The spin component `a · σ` of one spin along a real 3-vector `a`. -/
def pauliDot (a : Fin 3 → ℝ) : Matrix (Fin 2) (Fin 2) ℂ :=
  !![(a 2 : ℂ), (a 0 : ℂ) - (a 1 : ℂ) * Complex.I;
     (a 0 : ℂ) + (a 1 : ℂ) * Complex.I, -(a 2 : ℂ)]

/-- The two-spin singlet `(|↑↓⟩ - |↓↑⟩)/√2`. -/
def singlet : Fin 2 × Fin 2 → ℂ :=
  fun p => ((√2 : ℝ) : ℂ)⁻¹ * (!![0, 1; -1, 0] : Matrix (Fin 2) (Fin 2) ℂ) p.1 p.2

/-- The expectation value `⟨ψ, O ψ⟩` of a two-spin operator. -/
def expect (ψ : Fin 2 × Fin 2 → ℂ) (O : Matrix (Fin 2 × Fin 2) (Fin 2 × Fin 2) ℂ) : ℂ :=
  star ψ ⬝ᵥ (O *ᵥ ψ)

/-- The squared amplitude `1/√2 · 1/√2` equals one half. -/
lemma amplitude_sq : ((√2 : ℝ) : ℂ)⁻¹ * ((√2 : ℝ) : ℂ)⁻¹ = 1 / 2 := by
  rw [← mul_inv, ← Complex.ofReal_mul, Real.mul_self_sqrt (by norm_num)]
  norm_num

/-- In the singlet, the expectation value of any product operator `A ⊗ B` is
`(tr A tr B - tr AB)/2`. -/
theorem expect_singlet_kronecker (A B : Matrix (Fin 2) (Fin 2) ℂ) :
    expect singlet (A ⊗ₖ B) = (A.trace * B.trace - (A * B).trace) / 2 := by
  simp [expect, singlet, dotProduct, Matrix.mulVec, Fintype.sum_prod_type,
    Fin.sum_univ_two, Matrix.trace_fin_two, Matrix.mul_apply]
  linear_combination
    (A 0 0 * B 1 1 + A 1 1 * B 0 0 - A 0 1 * B 1 0 - A 1 0 * B 0 1) * amplitude_sq

/-- Every spin component is traceless. -/
lemma trace_pauliDot (a : Fin 3 → ℝ) : (pauliDot a).trace = 0 := by
  simp [pauliDot, Matrix.trace_fin_two]

/-- The trace of a product of two spin components is `2 a · b`. -/
lemma trace_pauliDot_mul (a b : Fin 3 → ℝ) :
    (pauliDot a * pauliDot b).trace = 2 * ((a ⬝ᵥ b : ℝ) : ℂ) := by
  simp [pauliDot, Matrix.trace_fin_two, dotProduct, Fin.sum_univ_three]
  linear_combination (-2 * (a 1 : ℂ) * (b 1 : ℂ)) * Complex.I_sq

/-- The singlet is normalized, its spin components along `a` and `b` have correlation
`-a · b`, and each individual spin has zero mean component along every vector. -/
theorem singlet_correlation (a b : Fin 3 → ℝ) :
    star singlet ⬝ᵥ singlet = 1 ∧
    expect singlet (pauliDot a ⊗ₖ pauliDot b) = -((a ⬝ᵥ b : ℝ) : ℂ) ∧
    expect singlet (pauliDot a ⊗ₖ (1 : Matrix (Fin 2) (Fin 2) ℂ)) = 0 ∧
    expect singlet ((1 : Matrix (Fin 2) (Fin 2) ℂ) ⊗ₖ pauliDot b) = 0 := by
  refine ⟨?_, ?_, ?_, ?_⟩
  · -- two components, each of weight one half
    simp only [singlet, dotProduct, Fintype.sum_prod_type, Fin.sum_univ_two]
    simp
    linear_combination 2 * amplitude_sq
  · rw [expect_singlet_kronecker, trace_pauliDot, trace_pauliDot_mul]
    ring
  · rw [expect_singlet_kronecker, mul_one, trace_pauliDot]
    ring
  · rw [expect_singlet_kronecker, one_mul, trace_pauliDot]
    ring

end

end SingletCorrelations
```

The compiler's answer:

```
Main.lean:58:4: error: ring failed, ring expressions not equal
a b : Fin 3 → ℝ
⊢ (starRingEnd ℂ) (singlet (0, 1)) * (↑√2)⁻¹ - (↑√2)⁻¹ * (starRingEnd ℂ) (singlet (1, 0)) - (↑√2)⁻¹ ^ 2 * 2 = 0
```

The error is in the proof of the norm. `ring failed` means that the goal and twice `amplitude_sq` do not match as polynomial expressions: what remains still contains `singlet (0, 1)` and `singlet (1, 0)` under complex conjugation, and `ring` does not unfold definitions.

They survive because the simplification is done in two steps. The `simp only` call unfolds `singlet` where it is applied to an index, but in the conjugated factor it stands unapplied inside `star singlet`. Moving the star past the index takes `Pi.star_apply`, which is not in that call's list. The plain `simp` that follows has this lemma and exposes `singlet (0, 1)` and `singlet (1, 0)`, but it has not been given the definition of `singlet`, so they stay folded.

The repair merges the two calls into one `simp` that has both the default lemmas and the definition. It can move the star inside, unfold the amplitudes and simplify their conjugates, after which the unchanged `linear_combination` closes the goal.

Fix (accepted with no message):

```diff
@@ -54,6 +54,5 @@
   refine ⟨?_, ?_, ?_, ?_⟩
   · -- two components, each of weight one half
-    simp only [singlet, dotProduct, Fintype.sum_prod_type, Fin.sum_univ_two]
-    simp
+    simp [singlet, dotProduct, Fintype.sum_prod_type, Fin.sum_univ_two]
     linear_combination 2 * amplitude_sq
   · rw [expect_singlet_kronecker, trace_pauliDot, trace_pauliDot_mul]
```
